# Closed form of a logarithmic nesting peak averaged over a uniform spread of mismatches

The nesting peak is modelled as a pure logarithm, -ln |x - s|, where x is the wavevector offset and s the nesting mismatch. `smearedPeak_eq` says that its average over mismatches spread uniformly over [-d, d], with d > 0, is 1 - [(d + x) ln |d + x| + (d - x) ln |d - x|]/(2d) for every real x. The attempt works out the integral over s by a change of variable and Mathlib's integral of the logarithm, then puts the resulting logarithms in the form used in the statement. It last multiplies through by 2d, aiming to cancel the denominator on the right and leave the algebra to `ring`.

In Lean, a first try:

```lean
import Mathlib

open MeasureTheory

noncomputable section

namespace SmearedPeakEq

/-- The logarithmic nesting peak `-ln |x - s|` at wavevector offset `x` for nesting mismatch `s`,
meant for `x ≠ s`. -/
def nestingPeak (x s : ℝ) : ℝ := -Real.log |x - s|

/-- The nesting peak averaged uniformly over mismatches `s` in `[-d, d]`, for `d > 0`. -/
def smearedPeak (d x : ℝ) : ℝ := (∫ s in (-d)..d, nestingPeak x s) / (2 * d)

/-- Closed form of the averaged peak for a spread `d > 0`. -/
theorem smearedPeak_eq {d : ℝ} (hd : 0 < d) (x : ℝ) :
    smearedPeak d x =
      1 - ((d + x) * Real.log |d + x| + (d - x) * Real.log |d - x|) / (2 * d) := by
  have hI : ∫ s in (-d)..d, nestingPeak x s =
      -((x - -d) * Real.log (x - -d) - (x - d) * Real.log (x - d) - (x - -d) + (x - d)) := by
    simp only [nestingPeak, Real.log_abs]
    rw [intervalIntegral.integral_neg, intervalIntegral.integral_comp_sub_left Real.log x,
      integral_log]
  have e1 : Real.log (x - -d) = Real.log |d + x| := by
    rw [Real.log_abs]
    congr 1
    ring
  have e2 : Real.log (x - d) = Real.log |d - x| := by
    rw [← Real.log_abs (x - d), abs_sub_comm x d]
  have h2 : 2 * d ≠ 0 := by positivity
  rw [smearedPeak, hI, e1, e2, div_eq_iff h2, sub_mul, div_mul_cancel₀ _ h2]
  ring

end SmearedPeakEq
```

Compiling this gives:

```
Main.lean:32:55: error: Tactic `rewrite` failed: Did not find an occurrence of the pattern
  ?m.222 / (2 * d) * (2 * d)
in the target expression
  -(x * Real.log |d + x| - -d * Real.log |d + x| - (x - d) * Real.log |d - x| - (x - -d) + (x - d)) =
    (1 - ((d + x) * Real.log |d + x| + (d - x) * Real.log |d - x|) / (2 * d)) * (2 * d)

d : ℝ
hd : 0 < d
x : ℝ
hI :
  ∫ (s : ℝ) in -d..d, nestingPeak x s =
    -((x - -d) * Real.log (x - -d) - (x - d) * Real.log (x - d) - (x - -d) + (x - d))
e1 : Real.log (x - -d) = Real.log |d + x|
e2 : Real.log (x - d) = Real.log |d - x|
h2 : 2 * d ≠ 0
⊢ -(x * Real.log |d + x| - -d * Real.log |d + x| - (x - d) * Real.log |d - x| - (x - -d) + (x - d)) =
    (1 - ((d + x) * Real.log |d + x| + (d - x) * Real.log |d - x|) / (2 * d)) * (2 * d)
```

Cause. The error says that `div_mul_cancel₀ _ h2` found nothing of the form `?/(2 * d) * (2 * d)` to cancel. The step before it, `sub_mul`, was meant to expand the right-hand side, `(1 - … / (2 * d)) * (2 * d)`, which would have produced such a term. But with no arguments given, `sub_mul` fits any difference times a factor, and `rw` settled on `(x - -d) * Real.log |d + x|` on the left. The goal in the message shows that product expanded and the right-hand side untouched, with the division still inside the bracket.

The repair writes `sub_mul (1 : ℝ)`, which requires the difference to begin with `1`. Only the right-hand side fits, so it is the one expanded; `div_mul_cancel₀` then finds its term, and `ring` closes the goal.

The mended proof, as a diff:

```diff
@@ -30,5 +30,5 @@
     rw [← Real.log_abs (x - d), abs_sub_comm x d]
   have h2 : 2 * d ≠ 0 := by positivity
-  rw [smearedPeak, hI, e1, e2, div_eq_iff h2, sub_mul, div_mul_cancel₀ _ h2]
+  rw [smearedPeak, hI, e1, e2, div_eq_iff h2, sub_mul (1 : ℝ), div_mul_cancel₀ _ h2]
   ring
 
```
